# For a smooth surface tension in the plane, the curve γn + γ′n′ lies in the Wulff shape exactly when the stiffness γ + γ″ is nowhere negative

The surface tension γ of a two-dimensional crystal is a function of the angle of the unit normal n, and its Wulff shape is the set of points whose height along every normal is at most the tension there. The lemma takes γ to be 2π-periodic and twice differentiable, with continuous stiffness γ + γ″, and says that the whole curve γn + γ′n′ lies in the Wulff shape if and only if the stiffness is nowhere negative. The proof rests on the fact that the height along a fixed normal s changes along the curve at the rate stiffness times sin(s − t). If the stiffness is negative somewhere, it is negative on a short arc, and a curve point there breaks the bound for a nearby normal. Conversely, periodicity brings any normal within half a turn of t, where the sign of the rate gives the bound.

Lean 4 with Mathlib refuses this proof:

```lean
import Mathlib

open Real

namespace CurveMemIffStiffnessNonneg

noncomputable section

/-- The component of the planar point `p` along the unit normal `(cos s, sin s)`. -/
def height (p : ℝ × ℝ) (s : ℝ) : ℝ := p.1 * cos s + p.2 * sin s

/-- The Wulff shape of the surface tension `γ`: the points whose height along every normal
is at most the tension of that normal. -/
def wulffShape (γ : ℝ → ℝ) : Set (ℝ × ℝ) := {p | ∀ s, height p s ≤ γ s}

/-- The curve `γ n + γ' n'` with `n = (cos t, sin t)`, for differentiable `γ`. -/
def wulffCurve (γ : ℝ → ℝ) (t : ℝ) : ℝ × ℝ :=
  (γ t * cos t - deriv γ t * sin t, γ t * sin t + deriv γ t * cos t)

/-- The surface stiffness `γ + γ''`, for twice differentiable `γ`. -/
def stiffness (γ : ℝ → ℝ) (t : ℝ) : ℝ := γ t + deriv (deriv γ) t

/-- The height of the curve point `t` along its own normal is the surface tension. -/
theorem height_self (γ : ℝ → ℝ) (t : ℝ) : height (wulffCurve γ t) t = γ t := by
  simp only [height, wulffCurve]
  linear_combination γ t * sin_sq_add_cos_sq t

/-- For twice differentiable `γ`, the height along a fixed normal `s` changes along the curve
at the rate stiffness times `sin (s - t)`. -/
theorem hasDerivAt_height {γ : ℝ → ℝ} (h1 : Differentiable ℝ γ)
    (h2 : Differentiable ℝ (deriv γ)) (s t : ℝ) :
    HasDerivAt (fun u => height (wulffCurve γ u) s) (stiffness γ t * sin (s - t)) t := by
  have a := (h1 t).hasDerivAt
  have b := (h2 t).hasDerivAt
  have hx := (a.fun_mul (hasDerivAt_cos t)).fun_sub (b.fun_mul (hasDerivAt_sin t))
  have hy := (a.fun_mul (hasDerivAt_sin t)).fun_add (b.fun_mul (hasDerivAt_cos t))
  have h := (hx.mul_const (cos s)).fun_add (hy.mul_const (sin s))
  refine HasDerivAt.congr_deriv h ?_
  rw [sin_sub]
  unfold stiffness
  ring

/-- For a `2π`-periodic, twice differentiable tension with continuous stiffness, the whole curve
lies in the Wulff shape exactly when the stiffness is nowhere negative. -/
theorem curve_mem_iff_stiffness_nonneg {γ : ℝ → ℝ} (hper : Function.Periodic γ (2 * π))
    (h1 : Differentiable ℝ γ) (h2 : Differentiable ℝ (deriv γ))
    (hc : Continuous (stiffness γ)) :
    (∀ t, wulffCurve γ t ∈ wulffShape γ) ↔ ∀ t, 0 ≤ stiffness γ t := by
  have hd := hasDerivAt_height h1 h2
  have hdiff : ∀ s, Differentiable ℝ (fun u => height (wulffCurve γ u) s) :=
    fun s t => (hd s t).differentiableAt
  constructor
  · intro hmem t
    by_contra hneg
    -- negative stiffness persists on a short arc beyond `t`
    obtain ⟨ε, hε, hball⟩ := Metric.mem_nhds_iff.1
      ((isOpen_lt hc continuous_const).mem_nhds (not_le.1 hneg))
    obtain ⟨d, hd0, hdε, hd1⟩ : ∃ d : ℝ, 0 < d ∧ d < ε ∧ d ≤ 1 :=
      ⟨min (ε / 2) 1, lt_min (by linarith) one_pos,
        lt_of_le_of_lt (min_le_left _ _) (by linarith), min_le_right _ _⟩
    have hanti : StrictAntiOn (fun u => height (wulffCurve γ u) (t + d))
        (Set.Icc t (t + d)) := by
      apply strictAntiOn_of_deriv_neg (convex_Icc _ _) (hdiff _).continuous.continuousOn
      intro u hu
      rw [interior_Icc] at hu
      obtain ⟨hu1, hu2⟩ := hu
      rw [(hd (t + d) u).deriv]
      have hS : stiffness γ u < 0 := hball (by
        rw [Metric.mem_ball, Real.dist_eq, abs_of_pos (by linarith)]
        linarith)
      exact mul_neg_of_neg_of_pos hS
        (sin_pos_of_pos_of_lt_pi (by linarith) (by linarith [pi_gt_three]))
    have hlt := hanti (Set.left_mem_Icc.2 (by linarith)) (Set.right_mem_Icc.2 (by linarith))
      (show t < t + d by linarith)
    simp only [height_self] at hlt
    exact absurd (hmem t (t + d)) (not_le_of_gt hlt)
  · intro hS t s
    -- bring the normal `s` within half a turn of `t`
    have hp : Function.Periodic (fun u => γ u - height (wulffCurve γ t) u) (2 * π) := by
      intro u
      simp only [height, hper u, cos_add_two_pi, sin_add_two_pi]
    obtain ⟨y, ⟨hy1, hy2⟩, hy⟩ := hp.exists_mem_Ico two_pi_pos s (t - π)
    have hgoal : height (wulffCurve γ t) y ≤ height (wulffCurve γ y) y := by
      rcases le_total t y with hty | hty
      · have hmono : MonotoneOn (fun u => height (wulffCurve γ u) y) (Set.Icc t y) := by
          apply monotoneOn_of_deriv_nonneg (convex_Icc _ _)
            (hdiff _).continuous.continuousOn (hdiff _).differentiableOn
          intro u hu
          rw [interior_Icc] at hu
          obtain ⟨hu1, hu2⟩ := hu
          rw [(hd y u).deriv]
          exact mul_nonneg (hS u)
            (sin_nonneg_of_nonneg_of_le_pi (by linarith) (by linarith))
        exact hmono (Set.left_mem_Icc.2 hty) (Set.right_mem_Icc.2 hty) hty
      · have hanti : AntitoneOn (fun u => height (wulffCurve γ u) y) (Set.Icc y t) := by
          apply antitoneOn_of_deriv_nonpos (convex_Icc _ _)
            (hdiff _).continuous.continuousOn (hdiff _).differentiableOn
          intro u hu
          rw [interior_Icc] at hu
          obtain ⟨hu1, hu2⟩ := hu
          rw [(hd y u).deriv, ← neg_sub u y, sin_neg]
          have hsin : 0 ≤ sin (u - y) :=
            sin_nonneg_of_nonneg_of_le_pi (by linarith) (by linarith)
          linarith [mul_nonneg (hS u) hsin]
        exact hanti (Set.left_mem_Icc.2 hty) (Set.right_mem_Icc.2 hty) hty
    rw [height_self] at hgoal
    dsimp only at hy
    linarith

end

end CurveMemIffStiffnessNonneg
```

Messages:

```
Main.lean:107:4: error: `dsimp` made no progress
```

After these edits no error is left:

```diff
@@ -105,5 +105,4 @@
         exact hanti (Set.left_mem_Icc.2 hty) (Set.right_mem_Icc.2 hty) hty
     rw [height_self] at hgoal
-    dsimp only at hy
     linarith
 
```

The one error is at `dsimp only at hy`, near the end of the converse direction. There `hy` says that γ minus the height of the curve point `t` has the same value at `s` and at `y`. It comes from applying `exists_mem_Ico` to the periodic function `fun u => γ u - height (wulffCurve γ t) u`. The `dsimp only` could have served to evaluate that function at `s` and `y`, had `hy` still contained it as an unreduced `fun` applied to an argument. But Lean had already carried out this substitution when it instantiated the lemma's statement, so `dsimp only` had nothing to simplify, and it reports an error when it changes nothing.

The diff deletes that line. `linarith` can use `hy` as it stands: together with `hgoal`, which bounds the height at `y` by `γ y`, it gives the required bound at `s`.
